# Lorentzian response of an evenly spaced level ladder: π coth(πh/D) on resonance, π tanh(πh/D) midway between levels

Let an infinite ladder of levels have spacing D > 0, and let each level respond with a Lorentzian of half-width h > 0. If one level sits exactly on resonance, the summed response is

Σ_{j∈ℤ} D h / ((jD)² + h²) = π coth(πh/D).

If the resonance lies midway between two levels, it is

Σ_{j∈ℤ} D h / (((j+1/2)D)² + h²) = π tanh(πh/D).

The first value lies strictly above π and the second strictly below. Both tend to π as h/D → ∞.

## Discrete levels and the continuum value

A metal in a finite simulation cell has discrete levels, so its low-frequency response is a sum of separate resonances, smoothed by a broadening h. The broadening stands for a finite lifetime or for a numerical smearing. Let (j+θ)D be the distance in energy of level j from resonance, where the real number θ is the offset in units of the spacing. As a simple model, the dimensionless conductivity is taken to be

σ(D,h,θ) = Σ_{j∈ℤ} D h / (((j+θ)D)² + h²).

Replacing the sum over j by an integral gives π for every θ, which is the continuum value. In this model of equally spaced, equally weighted, independent levels, the spread of σ over θ shows how far the result depends on the accidental alignment of levels. The difference between the two values above is 2π/sinh(2πh/D). It is large when h is much smaller than D, and already below one per cent of π at h = D.

## The sum for any offset

Put a = h/D and y = πa. Dividing numerator and denominator by D² turns each term into a/((θ+j)² + a²).

The series converges. For real u and n = 0, 1, 2, …, the inequality (n+1)² ≤ 2(u+n+1)² + 2u² gives

a/((u+n+1)² + a²) ≤ 2(a + u²/a)/(n+1)².

Taking u = θ covers the positive j, and u = −θ covers the negative j.

Now let z = θ + ia, which is not an integer because a > 0. The partial-fraction series of the cotangent is

π cot(πz) = 1/z + Σ_{n≥0} [1/(z−(n+1)) + 1/(z+(n+1))].

For real u, Im 1/(u+ia) = −a/(u²+a²). The imaginary part of the right-hand side is therefore minus the Lorentzian sum. Since both tails converge separately, the pairs can be split and collected into one sum over all integers:

σ = −π Im cot(πθ + iy).

To evaluate this, write x = πθ and use

sin(x+iy) = sin x cosh y + i cos x sinh y,

cos(x+iy) = cos x cosh y − i sin x sinh y.

The squared modulus of the sine is

sin²x cosh²y + cos²x sinh²y = sin²x + sinh²y,

and the imaginary part of the cosine times the conjugate sine is

−sinh y cosh y (sin²x + cos²x) = −sinh y cosh y.

Hence

σ(D,h,θ) = π sinh y cosh y / (sin²(πθ) + sinh²y), with y = πh/D.

## Two alignments, bounds and limit

At θ = 0 the denominator is sinh²y, so σ = π coth y. At θ = 1/2 it is 1 + sinh²y = cosh²y, so σ = π tanh y. For any other θ, 0 ≤ sin²(πθ) ≤ 1 places the denominator between these two, and therefore

π tanh y ≤ σ(D,h,θ) ≤ π coth y.

Because 0 < sinh y < cosh y, tanh y < 1 < coth y, and π lies strictly between the bounds.

For the limit, 1 − tanh y = e^(−y)/cosh y ≤ e^(−y), so tanh y → 1 as y → ∞. Both bounds then tend to π and squeeze σ, even if θ changes along the way.

## The statements in Lean

`levelTerm D h θ j` is the contribution of one level, and `cellConductivity D h θ` is its sum over `j : ℤ`. All parameters are real numbers.

- `hasSum_levelTerm` gives the formula for arbitrary θ. `HasSum` says that the series converges, independently of the order of summation, to the stated number.
- `hasSum_onLevel` and `hasSum_midgap` are the cases θ = 0 and θ = 1/2. The value π coth(πh/D) is written as `π / Real.tanh (π * (h / D))`.
- `alignment_bounds` places every offset between these two, and `continuum_between` gives the strict inequalities around π.
- `tendsto_continuum` treats a family of cells indexed by `i`, with a filter `l` specifying how the limit is taken. It assumes that every `D i` is positive and that `h i / D i` tends to infinity. The offset `θ i` is unrestricted.

The conductivity is defined here as the Lorentzian sum and is not derived from a Kubo formula. The sum equals πD times the broadened density of levels at the resonance energy. A Kubo–Greenwood calculation instead sums over pairs of levels, weighted by matrix elements and occupations, so the numbers found here do not carry over to it directly. The ladder is infinite in both directions, all levels carry the same weight, and band edges, occupations, interactions and dimensional prefactors are absent.

## The complete file

```lean
import Mathlib

open Filter
open scoped Real Topology

namespace FiniteCellConductivity

noncomputable section

/-- Lorentzian contribution of the level at energy `(j + θ) D` to the response, for level
spacing `D > 0`, broadening `h > 0` and level offset `θ` in units of the spacing. -/
def levelTerm (D h θ : ℝ) (j : ℤ) : ℝ :=
  D * h / (((j + θ) * D) ^ 2 + h ^ 2)

/-- Dimensionless conductivity of the finite cell: the sum of the contributions of all levels,
for `D > 0` and `h > 0`. -/
def cellConductivity (D h θ : ℝ) : ℝ := ∑' j : ℤ, levelTerm D h θ j

/-- The Lorentzian tails of positive width `a` on one side of the spectrum have a finite sum. -/
theorem summable_tail {a : ℝ} (ha : 0 < a) (u : ℝ) :
    Summable (fun n : ℕ => a / ((u + (n + 1)) ^ 2 + a ^ 2)) := by
  have hb : Summable (fun n : ℕ => 1 / ((n : ℝ) + 1) ^ 2) := by
    have := (summable_nat_add_iff (f := fun n : ℕ => 1 / (n : ℝ) ^ 2) 1).2
      (Real.summable_one_div_nat_pow.2 one_lt_two)
    simpa using this
  obtain ⟨c, hc, hca⟩ : ∃ c : ℝ, 0 ≤ c ∧ c * a ^ 2 = a * u ^ 2 :=
    ⟨u ^ 2 / a, by positivity, by field_simp⟩
  refine Summable.of_nonneg_of_le (fun n => by positivity) (fun n => ?_)
    (hb.mul_left (2 * (a + c)))
  rw [mul_one_div, div_le_div_iff₀ (by positivity) (by positivity)]
  nlinarith [mul_nonneg ha.le (sq_nonneg (2 * u + ((n : ℝ) + 1))), pow_pos ha 3,
    mul_nonneg hc (sq_nonneg (u + ((n : ℝ) + 1)))]

/-- Imaginary part of the cotangent at the complex number `x + i y`. -/
theorem cot_im (x y : ℝ) :
    (Complex.cot ((x : ℂ) + (y : ℂ) * Complex.I)).im =
      -(Real.sinh y * Real.cosh y / (Real.sin x ^ 2 + Real.sinh y ^ 2)) := by
  have r1 : (Complex.cos (x : ℂ)).re = Real.cos x := rfl
  have r2 : (Complex.sin (x : ℂ)).re = Real.sin x := rfl
  have r3 : (Complex.sinh (y : ℂ)).re = Real.sinh y := rfl
  have hc : Complex.cos ((x : ℂ) + (y : ℂ) * Complex.I) =
      ⟨Real.cos x * Real.cosh y, -(Real.sin x * Real.sinh y)⟩ := by
    rw [Complex.cos_add_mul_I]
    apply Complex.ext <;> simp [r1, r2, r3]
  have hs : Complex.sin ((x : ℂ) + (y : ℂ) * Complex.I) =
      ⟨Real.sin x * Real.cosh y, Real.cos x * Real.sinh y⟩ := by
    rw [Complex.sin_add_mul_I]
    apply Complex.ext <;> simp [r1, r2, r3]
  have h1 := Real.sin_sq_add_cos_sq x
  have hden : Real.sin x * Real.cosh y * (Real.sin x * Real.cosh y) +
      Real.cos x * Real.sinh y * (Real.cos x * Real.sinh y) =
      Real.sin x ^ 2 + Real.sinh y ^ 2 := by
    linear_combination Real.sin x ^ 2 * Real.cosh_sq y + Real.sinh y ^ 2 * h1
  rw [Complex.cot, hc, hs, Complex.div_im]
  simp only [Complex.normSq_mk]
  rw [hden, ← sub_div, ← neg_div]
  congr 1
  linear_combination -(Real.sinh y * Real.cosh y) * h1

/-- Sum of Lorentzians of width `a > 0` centred on a ladder of unit spacing and offset `θ`. -/
theorem hasSum_unit_spacing {a : ℝ} (ha : 0 < a) (θ : ℝ) :
    HasSum (fun j : ℤ => a / ((θ + j) ^ 2 + a ^ 2))
      (π * (Real.sinh (π * a) * Real.cosh (π * a) /
        (Real.sin (π * θ) ^ 2 + Real.sinh (π * a) ^ 2))) := by
  have hp := summable_tail ha θ
  have hm : Summable (fun n : ℕ => a / ((θ - (n + 1)) ^ 2 + a ^ 2)) := by
    refine (summable_tail ha (-θ)).congr fun n => ?_
    congr 1
    ring
  -- each Lorentzian is minus the imaginary part of the simple pole `1 / (u + i a)`,
  -- and also `a` times the squared modulus of that pole term
  have him : ∀ u : ℝ, (1 / (⟨u, a⟩ : ℂ)).im = -(a / (u ^ 2 + a ^ 2)) := by
    intro u
    rw [one_div, Complex.inv_im, Complex.normSq_mk]
    simp only [neg_div, sq]
  have hsq : ∀ u : ℝ, a / (u ^ 2 + a ^ 2) = a * ‖1 / (⟨u, a⟩ : ℂ)‖ ^ 2 := by
    intro u
    rw [Complex.sq_norm, one_div, map_inv₀, Complex.normSq_mk, div_eq_mul_inv, sq, sq]
  have hne : ∀ u : ℝ, (⟨u, a⟩ : ℂ) ≠ 0 := fun u hu =>
    ha.ne' (by simpa using congrArg Complex.im hu)
  have hpq : ∀ p q : ℂ, p ≠ 0 → q ≠ 0 → 1 / p + 1 / q = (p + q) * (1 / p * (1 / q)) := by
    intro p q h1 h2
    have hP : p * (1 / p) = 1 := mul_one_div_cancel h1
    have hQ : q * (1 / q) = 1 := mul_one_div_cancel h2
    linear_combination -(1 / q) * hP - (1 / p) * hQ
  -- the paired poles are absolutely summable
  have hbound : ∀ n : ℕ,
      ‖1 / (⟨θ - (n + 1), a⟩ : ℂ) + 1 / (⟨θ + (n + 1), a⟩ : ℂ)‖ ≤
        ‖(⟨θ, a⟩ : ℂ)‖ / a *
          (a / ((θ - (n + 1)) ^ 2 + a ^ 2) + a / ((θ + (n + 1)) ^ 2 + a ^ 2)) := by
    intro n
    have hs : (⟨θ - (n + 1), a⟩ : ℂ) + ⟨θ + (n + 1), a⟩ = 2 * ⟨θ, a⟩ := by
      apply Complex.ext <;> simp <;> ring
    have h2 : ‖(2 : ℂ)‖ = 2 := by norm_num
    rw [hpq _ _ (hne _) (hne _), hs, norm_mul, norm_mul, norm_mul, h2, hsq, hsq,
      ← mul_add, ← mul_assoc (‖(⟨θ, a⟩ : ℂ)‖ / a), div_mul_cancel₀ _ ha.ne']
    nlinarith [mul_nonneg (norm_nonneg (⟨θ, a⟩ : ℂ))
      (sq_nonneg (‖1 / (⟨θ - (n + 1), a⟩ : ℂ)‖ - ‖1 / (⟨θ + (n + 1), a⟩ : ℂ)‖))]
  have hcs : Summable (fun n : ℕ =>
      1 / (⟨θ - (n + 1), a⟩ : ℂ) + 1 / (⟨θ + (n + 1), a⟩ : ℂ)) :=
    Summable.of_norm (Summable.of_nonneg_of_le (fun _ => norm_nonneg _) hbound
      ((hm.add hp).mul_left _))
  -- imaginary part of the partial-fraction series of the cotangent
  have hz : (⟨θ, a⟩ : ℂ) ∈ Complex.integerComplement := by
    rintro ⟨m, hm⟩
    have h0 : (0 : ℝ) = a := by simpa using congrArg Complex.im hm
    exact ha.ne h0
  have e1 : ∀ n : ℕ, (⟨θ, a⟩ : ℂ) - (n + 1) = ⟨θ - (n + 1), a⟩ := by
    intro n
    apply Complex.ext <;> simp
  have e2 : ∀ n : ℕ, (⟨θ, a⟩ : ℂ) + (n + 1) = ⟨θ + (n + 1), a⟩ := by
    intro n
    apply Complex.ext <;> simp
  have hcot := cot_series_rep' hz
  simp only [e1, e2] at hcot
  have hS := hcs.hasSum
  rw [← hcot] at hS
  have hI := Complex.imCLM.hasSum hS
  simp only [Complex.imCLM_apply, Complex.add_im, Complex.sub_im, him] at hI
  have huniq := hI.unique (hm.hasSum.neg.add hp.hasSum.neg)
  have harg : (π : ℂ) * ⟨θ, a⟩ =
      ((π * θ : ℝ) : ℂ) + ((π * a : ℝ) : ℂ) * Complex.I := by
    apply Complex.ext <;> simp
  rw [harg, Complex.im_ofReal_mul, cot_im] at huniq
  -- reassemble the two tails and the central level
  have h1 : HasSum (fun n : ℕ => a / ((θ + (((n : ℤ) + 1 : ℤ) : ℝ)) ^ 2 + a ^ 2))
      (∑' n : ℕ, a / ((θ + (n + 1)) ^ 2 + a ^ 2)) := by
    push_cast
    exact hp.hasSum
  have h2 : HasSum (fun n : ℕ => a / ((θ + ((-((n : ℤ) + 1) : ℤ) : ℝ)) ^ 2 + a ^ 2))
      (∑' n : ℕ, a / ((θ - (n + 1)) ^ 2 + a ^ 2)) := by
    push_cast
    simpa only [sub_eq_add_neg] using hm.hasSum
  convert HasSum.of_add_one_of_neg_add_one
    (f := fun j : ℤ => a / ((θ + j) ^ 2 + a ^ 2)) h1 h2 using 1
  simp only [Int.cast_zero, add_zero]
  linarith [huniq]

/-- Conductivity sum of a finite cell with spacing `D > 0` and broadening `h > 0`, for an
arbitrary offset `θ` of the levels. -/
theorem hasSum_levelTerm {D h : ℝ} (hD : 0 < D) (hh : 0 < h) (θ : ℝ) :
    HasSum (levelTerm D h θ)
      (π * (Real.sinh (π * (h / D)) * Real.cosh (π * (h / D)) /
        (Real.sin (π * θ) ^ 2 + Real.sinh (π * (h / D)) ^ 2))) := by
  obtain ⟨a, rfl⟩ : ∃ a, h = a * D := ⟨h / D, (div_mul_cancel₀ h hD.ne').symm⟩
  have ha : 0 < a := (mul_pos_iff_of_pos_right hD).1 hh
  rw [mul_div_cancel_right₀ a hD.ne']
  convert hasSum_unit_spacing ha θ using 1
  funext j
  unfold levelTerm
  rw [div_eq_div_iff (by positivity) (by positivity)]
  ring

/-- With a level exactly on resonance, the sum is `π coth (π h / D)`, for `D, h > 0`. -/
theorem hasSum_onLevel {D h : ℝ} (hD : 0 < D) (hh : 0 < h) :
    HasSum (levelTerm D h 0) (π / Real.tanh (π * (h / D))) := by
  have hS : 0 < Real.sinh (π * (h / D)) := Real.sinh_pos_iff.2 (by positivity)
  have hC := Real.cosh_pos (π * (h / D))
  convert hasSum_levelTerm hD hh 0 using 1
  rw [Real.tanh_eq_sinh_div_cosh, mul_zero, Real.sin_zero, zero_pow two_ne_zero, zero_add]
  field_simp

/-- With the resonance midway between two levels, the sum is `π tanh (π h / D)`,
for `D, h > 0`. -/
theorem hasSum_midgap {D h : ℝ} (hD : 0 < D) (hh : 0 < h) :
    HasSum (levelTerm D h (1 / 2)) (π * Real.tanh (π * (h / D))) := by
  have hC := Real.cosh_pos (π * (h / D))
  have hd : (1 : ℝ) ^ 2 + Real.sinh (π * (h / D)) ^ 2 = Real.cosh (π * (h / D)) ^ 2 := by
    rw [Real.cosh_sq]
    ring
  convert hasSum_levelTerm hD hh (1 / 2) using 1
  rw [Real.tanh_eq_sinh_div_cosh, mul_one_div, Real.sin_pi_div_two, hd]
  field_simp

/-- For `D, h > 0` the conductivity at any level offset lies between the midgap value and the
on-resonance value. -/
theorem alignment_bounds {D h : ℝ} (hD : 0 < D) (hh : 0 < h) (θ : ℝ) :
    cellConductivity D h (1 / 2) ≤ cellConductivity D h θ ∧
      cellConductivity D h θ ≤ cellConductivity D h 0 := by
  unfold cellConductivity
  rw [(hasSum_midgap hD hh).tsum_eq, (hasSum_onLevel hD hh).tsum_eq,
    (hasSum_levelTerm hD hh θ).tsum_eq, Real.tanh_eq_sinh_div_cosh]
  have hS : 0 < Real.sinh (π * (h / D)) := Real.sinh_pos_iff.2 (by positivity)
  have hC := Real.cosh_pos (π * (h / D))
  have hCS := Real.cosh_sq (π * (h / D))
  have hq := Real.sin_sq_le_one (π * θ)
  have hq0 := sq_nonneg (Real.sin (π * θ))
  constructor
  · refine mul_le_mul_of_nonneg_left ?_ Real.pi_pos.le
    rw [div_le_div_iff₀ hC (by positivity), mul_assoc, ← sq, hCS]
    exact mul_le_mul_of_nonneg_left (by linarith) hS.le
  · have e : π / (Real.sinh (π * (h / D)) / Real.cosh (π * (h / D))) =
        π * (Real.cosh (π * (h / D)) / Real.sinh (π * (h / D))) := by
      rw [div_div_eq_mul_div, mul_div_assoc]
    rw [e]
    refine mul_le_mul_of_nonneg_left ?_ Real.pi_pos.le
    rw [div_le_div_iff₀ (by positivity) hS]
    nlinarith [mul_nonneg hC.le hq0]

/-- For `D, h > 0` the two level alignments strictly bracket the continuum value `π`. -/
theorem continuum_between {D h : ℝ} (hD : 0 < D) (hh : 0 < h) :
    cellConductivity D h (1 / 2) < π ∧ π < cellConductivity D h 0 := by
  unfold cellConductivity
  rw [(hasSum_midgap hD hh).tsum_eq, (hasSum_onLevel hD hh).tsum_eq,
    Real.tanh_eq_sinh_div_cosh]
  have hS : 0 < Real.sinh (π * (h / D)) := Real.sinh_pos_iff.2 (by positivity)
  have hC := Real.cosh_pos (π * (h / D))
  have hlt : Real.sinh (π * (h / D)) / Real.cosh (π * (h / D)) < 1 := by
    rw [div_lt_one hC]
    linarith [Real.cosh_sub_sinh (π * (h / D)), Real.exp_pos (-(π * (h / D)))]
  have hmul := mul_lt_mul_of_pos_left hlt Real.pi_pos
  rw [mul_one] at hmul
  exact ⟨hmul, (lt_div_iff₀ (div_pos hS hC)).2 hmul⟩

/-- The hyperbolic tangent tends to one at large argument. -/
theorem tendsto_tanh_one : Tendsto Real.tanh atTop (𝓝 1) := by
  have hlow : Tendsto (fun y : ℝ => 1 - Real.exp (-y)) atTop (𝓝 1) := by
    simpa using Real.tendsto_exp_neg_atTop_nhds_zero.const_sub 1
  refine tendsto_of_tendsto_of_tendsto_of_le_of_le hlow tendsto_const_nhds ?_ ?_
  · intro y
    show 1 - Real.exp (-y) ≤ Real.tanh y
    have hpos : 0 ≤ Real.cosh y - Real.sinh y := by
      rw [Real.cosh_sub_sinh]
      exact (Real.exp_pos _).le
    rw [Real.tanh_eq_sinh_div_cosh, le_div_iff₀ (Real.cosh_pos y), ← Real.cosh_sub_sinh]
    nlinarith [mul_nonneg hpos (sub_nonneg.2 (Real.one_le_cosh y))]
  · intro y
    show Real.tanh y ≤ 1
    rw [Real.tanh_eq_sinh_div_cosh, div_le_one (Real.cosh_pos y)]
    linarith [Real.cosh_sub_sinh y, Real.exp_pos (-y)]

/-- Along any family of cells with `D > 0` in which `h / D` tends to infinity, the conductivity
tends to the continuum value `π`, even if the level offset varies from cell to cell. -/
theorem tendsto_continuum {ι : Type*} {l : Filter ι} {D h : ι → ℝ} (θ : ι → ℝ)
    (hD : ∀ i, 0 < D i) (hlim : Tendsto (fun i => h i / D i) l atTop) :
    Tendsto (fun i => cellConductivity (D i) (h i) (θ i)) l (𝓝 π) := by
  have ht : Tendsto (fun i => Real.tanh (π * (h i / D i))) l (𝓝 1) :=
    tendsto_tanh_one.comp (hlim.const_mul_atTop Real.pi_pos)
  have hpos : ∀ᶠ i in l, 0 < h i := (hlim.eventually_gt_atTop 0).mono fun i hi => by
    have := mul_pos hi (hD i)
    rwa [div_mul_cancel₀ _ (hD i).ne'] at this
  have hlo : Tendsto (fun i => π * Real.tanh (π * (h i / D i))) l (𝓝 (π * 1)) :=
    ht.const_mul π
  have hup : Tendsto (fun i => π / Real.tanh (π * (h i / D i))) l (𝓝 (π / 1)) :=
    tendsto_const_nhds.div ht one_ne_zero
  rw [mul_one] at hlo
  rw [div_one] at hup
  -- squeeze between the two extreme alignments
  refine tendsto_of_tendsto_of_tendsto_of_le_of_le' hlo hup ?_ ?_
  · filter_upwards [hpos] with i hi
    rw [← (hasSum_midgap (hD i) hi).tsum_eq]
    exact (alignment_bounds (hD i) hi (θ i)).1
  · filter_upwards [hpos] with i hi
    rw [← (hasSum_onLevel (hD i) hi).tsum_eq]
    exact (alignment_bounds (hD i) hi (θ i)).2

end

end FiniteCellConductivity
```

```lean
#print axioms FiniteCellConductivity.hasSum_midgap
#print axioms FiniteCellConductivity.continuum_between
#print axioms FiniteCellConductivity.tendsto_continuum
```

```
'FiniteCellConductivity.hasSum_midgap' depends on axioms: [propext, Classical.choice, Quot.sound]
'FiniteCellConductivity.continuum_between' depends on axioms: [propext, Classical.choice, Quot.sound]
'FiniteCellConductivity.tendsto_continuum' depends on axioms: [propext, Classical.choice, Quot.sound]
```

## From the cotangent series to the bounds

`summable_tail` is the comparison with 1/(n+1)². Its auxiliary constant `c` is u²/a, and `nlinarith` verifies the inequality after the denominators are cleared. `cot_im` computes the imaginary part of the cotangent from the real and imaginary parts of sine and cosine.

`hasSum_unit_spacing` does the main work, at spacing one. The "width" `a` in the docstrings is the half-width h/D. Mathlib's `cot_series_rep'` supplies the partial fractions as an equation for an infinite sum. Taking imaginary parts term by term also requires convergence of the complex series, which `hbound` provides. With p = z−(n+1) and q = z+(n+1), it uses

|1/p + 1/q| = 2|z|/(|p||q|) ≤ |z|(1/|p|² + 1/|q|²),

where 1/|p|² and 1/|q|² are Lorentzian terms divided by a. The imaginary part, `Complex.imCLM`, is a continuous linear map and so passes through the sum. Uniqueness of the limit identifies the result with the two separate tails, and `HasSum.of_add_one_of_neg_add_one` joins these to the central term j = 0.

`hasSum_levelTerm` restores the spacing by substituting h = aD. The two special alignments follow by evaluating the sine and simplifying the fractions.

In `alignment_bounds`, each `tsum_eq` replaces a conductivity by its closed form. Cross-multiplication then reduces the inequalities to 0 ≤ sin² ≤ 1 and cosh² = sinh² + 1. `continuum_between` obtains sinh y < cosh y from cosh y − sinh y = e^(−y) > 0.

`tendsto_tanh_one` traps tanh y between 1 − e^(−y) and 1. In `tendsto_continuum`, positivity of `h i` is not assumed but follows eventually from the growth of `h i / D i`. From there on `alignment_bounds` applies, and the squeeze gives π.
